# Low-temperature energy of a finite spectrum: $e^{bD}(U(b)-E_0)\to D\,g_1/g_0$

Let a finite spectrum have at least two different levels, with ground energy $E_0$ of degeneracy $g_0$ and first excited energy $E_0+D$ of degeneracy $g_1$. Its canonical internal energy $U(b)$ at inverse temperature $b$ satisfies

$$
\lim_{b\to\infty} e^{bD}\,\bigl(U(b)-E_0\bigr)=\frac{D\,g_1}{g_0}>0 .
$$

With Boltzmann's constant set to 1, the heat capacity $C(T)=dU/dT$ obeys

$$
\lim_{T\to0^+} T^2e^{D/T}\,C(T)=\frac{D^2g_1}{g_0}.
$$

## The cold end of an exact-diagonalisation code

A code that keeps only the two lowest levels of a finite spectrum at low temperature relies on this limit for the leading term of $U-E_0$. A code that sums over all the levels can use it as a check: $\ln(U-E_0)+bD$ must approach $\ln(D g_1/g_0)$.

In floating point, the check should use the average of $E_i-E_0$, with weights $e^{-b(E_i-E_0)}$. Computing $U$ first and then subtracting $E_0$ loses the result once $U-E_0$ falls below the rounding error of $E_0$.

## Boltzmann weights measured from the lowest levels

Let $i$ label the states and $E_i$ their energies. For a quantity $A$ with value $A_i$ in state $i$, define

$$
Z(b)=\sum_i e^{-bE_i},\qquad
\langle A\rangle_b=\frac{1}{Z(b)}\sum_i A_i e^{-bE_i},\qquad
U(b)=\langle E\rangle_b .
$$

Let $x\ge y$ be two energies (`x` and `e` in the Lean code). As $b\to\infty$, $e^{by}e^{-bx}=e^{-b(x-y)}$ tends to 1 when $x=y$ and to 0 when $x>y$. Taking $y=E_0$ and $x=E_i$, and summing over the states, gives

$$
e^{bE_0}Z(b)\to g_0 .
$$

Now let $A_i=0$ in every ground state. Only states with $E_i\ge E_0+D$ remain in the numerator, so

$$
e^{b(E_0+D)}\sum_i A_i e^{-bE_i}
=\sum_{E_i>E_0}A_i e^{-b(E_i-E_0-D)}
\to\sum_{E_i=E_0+D}A_i .
$$

Dividing the two limits gives

$$
e^{bD}\langle A\rangle_b\to\frac1{g_0}\sum_{E_i=E_0+D}A_i .
$$

For $A_i=(E_i-E_0)^k$ with an integer $k\ge1$, each term on the right is $D^k$, and the limit is $D^k g_1/g_0$. The case $k=1$ is the energy result, because $\langle E-E_0\rangle_b=U(b)-E_0$. The limit is positive because $D>0$ and both degeneracies are at least 1.

## From the energy variance to the heat capacity

Since $Z'=-\sum_iE_ie^{-bE_i}=-ZU$, the quotient rule gives

$$
\frac{dU}{db}=-\langle E^2\rangle_b+U^2
=-\left[\langle(E-c)^2\rangle_b-(U-c)^2\right]
$$

for any reference energy $c$; the terms in $c$ cancel on expansion. Set $c=E_0$ and $b=1/T$. Since $db/dT=-1/T^2$,

$$
T^2e^{D/T}C(T)=e^{bD}\langle(E-E_0)^2\rangle_b-e^{bD}(U-E_0)^2 .
$$

The first term tends to $D^2g_1/g_0$ by the case $k=2$. The second equals $\left[e^{bD}(U-E_0)\right]^2e^{-bD}$, a convergent factor times one that vanishes, and so tends to 0.

## The limits in Lean

```lean
import Mathlib

open Filter Topology

namespace LowTemperatureEnergy

noncomputable section

variable {ι : Type*} [Fintype ι]

/-- The canonical partition function at inverse temperature `b`. -/
def partitionFn (E : ι → ℝ) (b : ℝ) : ℝ := ∑ i, Real.exp (-(b * E i))

/-- The canonical average of an observable `A` that is diagonal in the energy basis. -/
def thermalAvg (E A : ι → ℝ) (b : ℝ) : ℝ :=
  (∑ i, A i * Real.exp (-(b * E i))) / partitionFn E b

/-- The internal energy `U(b)`. -/
def meanEnergy (E : ι → ℝ) (b : ℝ) : ℝ := thermalAvg E E b

/-- The number of states with energy `e`. -/
def degeneracy (E : ι → ℝ) (e : ℝ) : ℕ := (Finset.univ.filter (fun i => E i = e)).card

/-- The heat capacity `dU/dT` at temperature `T`, in units where Boltzmann's constant is 1. -/
def heatCapacity (E : ι → ℝ) (T : ℝ) : ℝ := deriv (fun t => meanEnergy E t⁻¹) T

/-- `E0` is the lowest level of the spectrum and `E0 + D` is the lowest level above it. -/
structure HasGap (E : ι → ℝ) (E0 D : ℝ) : Prop where
  ground : IsLeast (Set.range E) E0
  excited : IsLeast {e | e ∈ Set.range E ∧ E0 < e} (E0 + D)

/-- A finite spectrum whose levels are not all equal has a ground energy and a gap. -/
theorem exists_hasGap (E : ι → ℝ) (h : ∃ i j, E i ≠ E j) : ∃ E0 D, HasGap E E0 D := by
  obtain ⟨i, j, hij⟩ := h
  obtain ⟨e0, he0, hmin⟩ :=
    Set.exists_min_image (Set.range E) id (Set.finite_range E) ⟨E i, i, rfl⟩
  have hi : e0 ≤ E i := hmin _ ⟨i, rfl⟩
  have hj : e0 ≤ E j := hmin _ ⟨j, rfl⟩
  -- at least one of the two distinct levels lies above the minimum
  have hne : {e | e ∈ Set.range E ∧ e0 < e}.Nonempty := by
    rcases hi.lt_or_eq with h | h
    · exact ⟨E i, ⟨i, rfl⟩, h⟩
    · exact ⟨E j, ⟨j, rfl⟩, lt_of_le_of_ne hj (fun h' => hij (h.symm.trans h'))⟩
  obtain ⟨e1, he1, hmin1⟩ := Set.exists_min_image {e | e ∈ Set.range E ∧ e0 < e} id
    ((Set.finite_range E).subset (fun e he => he.1)) hne
  have hs : e0 + (e1 - e0) = e1 := by ring
  refine ⟨e0, e1 - e0, ⟨he0, fun e he => hmin e he⟩, ?_⟩
  rw [hs]
  exact ⟨he1, fun e he => hmin1 e he⟩

/-- Measured relative to an energy `e ≤ x`, the Boltzmann weight of a level `x` tends at low
temperature to 1 if `x = e` and to 0 otherwise. -/
theorem tendsto_weight {x e : ℝ} (h : e ≤ x) :
    Tendsto (fun b : ℝ => Real.exp (b * e) * Real.exp (-(b * x))) atTop
      (𝓝 (if x = e then 1 else 0)) := by
  have hf : (fun b : ℝ => Real.exp (b * e) * Real.exp (-(b * x)))
      = fun b => Real.exp (-(b * (x - e))) := by
    funext b
    rw [← Real.exp_add]
    congr 1
    ring
  rw [hf]
  rcases h.eq_or_lt with h | h
  · subst h
    simp
  · rw [if_neg h.ne']
    exact Real.tendsto_exp_neg_atTop_nhds_zero.comp
      (tendsto_id.atTop_mul_const (sub_pos.2 h))

/-- For a diagonal observable `A` that vanishes on the ground manifold, `exp(bD)⟨A⟩` tends to the
sum of `A` over the first excited manifold divided by the ground degeneracy. -/
theorem tendsto_thermalAvg {E : ι → ℝ} {E0 D : ℝ} (h : HasGap E E0 D) (A : ι → ℝ)
    (hA : ∀ i, E i = E0 → A i = 0) :
    Tendsto (fun b => Real.exp (b * D) * thermalAvg E A b) atTop
      (𝓝 ((∑ i with E i = E0 + D, A i) / degeneracy E E0)) := by
  have hmin : ∀ i, E0 ≤ E i := fun i => h.ground.2 ⟨i, rfl⟩
  have hg : (degeneracy E E0 : ℝ) ≠ 0 := by
    obtain ⟨i, hi⟩ := h.ground.1
    have : 0 < degeneracy E E0 := Finset.card_pos.2 ⟨i, by simp [hi]⟩
    exact_mod_cast this.ne'
  -- the rescaled partition function counts the ground states
  have hZ : Tendsto (fun b => Real.exp (b * E0) * partitionFn E b) atTop
      (𝓝 (degeneracy E E0 : ℝ)) := by
    have hs : (degeneracy E E0 : ℝ) = ∑ i, if E i = E0 then (1 : ℝ) else 0 := by
      simp [degeneracy]
    rw [hs]
    simp only [partitionFn, Finset.mul_sum]
    exact tendsto_finsetSum _ (fun i _ => tendsto_weight (hmin i))
  -- the rescaled numerator keeps only the first excited manifold
  have hN : Tendsto (fun b => Real.exp (b * (E0 + D)) * ∑ i, A i * Real.exp (-(b * E i))) atTop
      (𝓝 (∑ i with E i = E0 + D, A i)) := by
    rw [Finset.sum_filter]
    simp only [Finset.mul_sum]
    refine tendsto_finsetSum _ (fun i _ => ?_)
    rcases (hmin i).eq_or_lt with h0 | h0
    · simp [hA i h0.symm]
    · have hw := (tendsto_weight (h.excited.2 ⟨⟨i, rfl⟩, h0⟩)).const_mul (A i)
      rw [mul_ite, mul_one, mul_zero] at hw
      exact hw.congr (fun b => by ring)
  refine (hN.div hZ hg).congr (fun b => ?_)
  have hx : Real.exp (b * (E0 + D)) = Real.exp (b * E0) * Real.exp (b * D) := by
    rw [← Real.exp_add]
    congr 1
    ring
  simp only [Pi.div_apply, thermalAvg]
  rw [hx, mul_assoc, mul_div_mul_left _ _ (Real.exp_pos _).ne', mul_div_assoc]

/-- For every `k ≥ 1`, `exp(bD)` times the `k`-th moment of the excitation energy tends to
`D^k g1/g0`. -/
theorem tendsto_moment {E : ι → ℝ} {E0 D : ℝ} (h : HasGap E E0 D) {k : ℕ} (hk : k ≠ 0) :
    Tendsto (fun b => Real.exp (b * D) * thermalAvg E (fun i => (E i - E0) ^ k) b) atTop
      (𝓝 (D ^ k * degeneracy E (E0 + D) / degeneracy E E0)) := by
  have hs : ∑ i with E i = E0 + D, (E i - E0) ^ k = D ^ k * degeneracy E (E0 + D) := by
    calc ∑ i with E i = E0 + D, (E i - E0) ^ k = ∑ i with E i = E0 + D, D ^ k :=
          Finset.sum_congr rfl fun i hi => by
            rw [(Finset.mem_filter.1 hi).2, add_sub_cancel_left]
      _ = _ := by simp only [Finset.sum_const, nsmul_eq_mul, degeneracy, mul_comm]
  rw [← hs]
  exact tendsto_thermalAvg h _ (fun i hi => by simp [hi, hk])

/-- The partition function is positive. -/
theorem partitionFn_pos [Nonempty ι] (E : ι → ℝ) (b : ℝ) : 0 < partitionFn E b :=
  Finset.sum_pos (fun _ _ => Real.exp_pos _) Finset.univ_nonempty

/-- **Low-temperature energy.** As `b → ∞`, `exp(bD)(U(b) - E0)` tends to `D g1/g0`, and this
limit is strictly positive. -/
theorem tendsto_meanEnergy {E : ι → ℝ} {E0 D : ℝ} (h : HasGap E E0 D) :
    0 < D * degeneracy E (E0 + D) / degeneracy E E0 ∧
    Tendsto (fun b => Real.exp (b * D) * (meanEnergy E b - E0)) atTop
      (𝓝 (D * degeneracy E (E0 + D) / degeneracy E E0)) := by
  obtain ⟨i, hi⟩ := h.ground.1
  obtain ⟨⟨j, hj⟩, hlt⟩ := h.excited.1
  have : Nonempty ι := ⟨i⟩
  constructor
  · have hD : 0 < D := by linarith
    have h0 : 0 < degeneracy E E0 := Finset.card_pos.2 ⟨i, by simp [hi]⟩
    have h1 : 0 < degeneracy E (E0 + D) := Finset.card_pos.2 ⟨j, by simp [hj]⟩
    positivity
  · have hm := tendsto_moment h one_ne_zero
    simp only [pow_one] at hm
    refine hm.congr (fun b => ?_)
    -- the average excitation energy is `U - E0`
    have hs : ∑ i, (E i - E0) * Real.exp (-(b * E i))
        = ∑ i, E i * Real.exp (-(b * E i)) - E0 * partitionFn E b := by
      simp only [partitionFn, sub_mul, Finset.sum_sub_distrib, Finset.mul_sum]
    simp only [meanEnergy, thermalAvg]
    rw [hs, sub_div, mul_div_cancel_right₀ _ (partitionFn_pos E b).ne']

/-- The derivative `dU/db` is minus the energy variance, written with moments about an arbitrary
reference energy `c`. -/
theorem hasDerivAt_meanEnergy [Nonempty ι] (E : ι → ℝ) (c b : ℝ) :
    HasDerivAt (meanEnergy E)
      (-(thermalAvg E (fun i => (E i - c) ^ 2) b - (meanEnergy E b - c) ^ 2)) b := by
  have hw : ∀ i, HasDerivAt (fun b => Real.exp (-(b * E i)))
      (-(E i) * Real.exp (-(b * E i))) b := fun i =>
    (hasDerivAt_mul_const (E i)).fun_neg.exp.congr_deriv (by ring)
  have hZ : HasDerivAt (partitionFn E) (∑ i, -(E i) * Real.exp (-(b * E i))) b :=
    HasDerivAt.fun_sum (fun i _ => hw i)
  have hN : HasDerivAt (fun b => ∑ i, E i * Real.exp (-(b * E i)))
      (∑ i, E i * (-(E i) * Real.exp (-(b * E i)))) b :=
    HasDerivAt.fun_sum (fun i _ => (hw i).const_mul (E i))
  have hpos : partitionFn E b ≠ 0 := (partitionFn_pos E b).ne'
  refine (hN.fun_div hZ hpos).congr_deriv ?_
  -- express every sum through the moments of order 0, 1 and 2
  have e1 : ∑ i, E i * (-(E i) * Real.exp (-(b * E i)))
      = -∑ i, E i ^ 2 * Real.exp (-(b * E i)) := by
    rw [← Finset.sum_neg_distrib]
    exact Finset.sum_congr rfl fun i _ => by ring
  have e2 : ∑ i, -(E i) * Real.exp (-(b * E i)) = -∑ i, E i * Real.exp (-(b * E i)) := by
    rw [← Finset.sum_neg_distrib]
    exact Finset.sum_congr rfl fun i _ => by ring
  have e3 : ∑ i, (E i - c) ^ 2 * Real.exp (-(b * E i))
      = ∑ i, E i ^ 2 * Real.exp (-(b * E i)) - 2 * c * ∑ i, E i * Real.exp (-(b * E i))
        + c ^ 2 * partitionFn E b := by
    simp only [partitionFn, Finset.mul_sum]
    rw [← Finset.sum_sub_distrib, ← Finset.sum_add_distrib]
    exact Finset.sum_congr rfl fun i _ => by ring
  simp only [meanEnergy, thermalAvg]
  rw [e1, e2, e3]
  generalize ∑ i, E i ^ 2 * Real.exp (-(b * E i)) = M
  generalize ∑ i, E i * Real.exp (-(b * E i)) = N
  field_simp
  ring

/-- As `T → 0` from above, `T² exp(D/T) C(T)` tends to `D² g1/g0`, where `C` is the heat
capacity. -/
theorem tendsto_heatCapacity {E : ι → ℝ} {E0 D : ℝ} (h : HasGap E E0 D) :
    Tendsto (fun T => T ^ 2 * Real.exp (D / T) * heatCapacity E T) (𝓝[>] 0)
      (𝓝 (D ^ 2 * degeneracy E (E0 + D) / degeneracy E E0)) := by
  have : Nonempty ι := ⟨h.ground.1.choose⟩
  have hD : 0 < D := by linarith [h.excited.1.2]
  have hexp : Tendsto (fun b : ℝ => Real.exp (-(b * D))) atTop (𝓝 0) :=
    Real.tendsto_exp_neg_atTop_nhds_zero.comp (tendsto_id.atTop_mul_const hD)
  -- the squared mean excitation energy is of higher order than the second moment
  have hF : Tendsto (fun b => Real.exp (b * D) *
      (thermalAvg E (fun i => (E i - E0) ^ 2) b - (meanEnergy E b - E0) ^ 2)) atTop
      (𝓝 (D ^ 2 * degeneracy E (E0 + D) / degeneracy E E0)) := by
    have hl := (tendsto_moment h two_ne_zero).sub (((tendsto_meanEnergy h).2.pow 2).mul hexp)
    rw [mul_zero, sub_zero] at hl
    refine hl.congr (fun b => ?_)
    have hxy : Real.exp (b * D) * Real.exp (-(b * D)) = 1 := by
      rw [← Real.exp_add, add_neg_cancel, Real.exp_zero]
    linear_combination (-(Real.exp (b * D) * (meanEnergy E b - E0) ^ 2)) * hxy
  refine (hF.comp tendsto_inv_nhdsGT_zero).congr' ?_
  filter_upwards [self_mem_nhdsWithin] with T hT
  have hT0 : T ≠ 0 := ne_of_gt hT
  -- chain rule for `b = 1/T`
  have hC : heatCapacity E T = (thermalAvg E (fun i => (E i - E0) ^ 2) T⁻¹
      - (meanEnergy E T⁻¹ - E0) ^ 2) * (T ^ 2)⁻¹ := by
    have hd := ((hasDerivAt_meanEnergy E E0 T⁻¹).comp T (hasDerivAt_inv hT0)).deriv
    refine Eq.trans hd ?_
    ring
  have key : ∀ x F : ℝ, x * F = T ^ 2 * x * (F * (T ^ 2)⁻¹) := fun x F => by field_simp
  have hx : D / T = T⁻¹ * D := by ring
  rw [hC, hx]
  exact key _ _

end

end LowTemperatureEnergy
```

```lean
#print axioms LowTemperatureEnergy.exists_hasGap
-- 'LowTemperatureEnergy.exists_hasGap' depends on axioms: [propext, Classical.choice, Quot.sound]
#print axioms LowTemperatureEnergy.tendsto_meanEnergy
-- 'LowTemperatureEnergy.tendsto_meanEnergy' depends on axioms: [propext, Classical.choice, Quot.sound]
#print axioms LowTemperatureEnergy.tendsto_heatCapacity
-- 'LowTemperatureEnergy.tendsto_heatCapacity' depends on axioms: [propext, Classical.choice, Quot.sound]
```

## States, gap and degeneracies as Lean objects

The finite type `ι` labels states, and `E : ι → ℝ` gives their energies, so a degenerate level appears once for each of its states. These are states of the whole system: orbital energies filled with Fermi occupations are a different input. An observable is a function `A : ι → ℝ`, which means that it is diagonal in the energy basis.

`HasGap E E0 D` says that `E0` is the least level and `E0 + D` the least level strictly above it. This forces `D` to be positive and `ι` to be non-empty. `partitionFn_pos` and `hasDerivAt_meanEnergy` do not assume a gap, so they ask for at least one state separately, as `[Nonempty ι]`. `exists_hasGap` supplies such numbers whenever two levels differ, so the hypothesis describes every non-constant finite spectrum.

`tendsto_meanEnergy` states both the positivity and the limit, with `atTop` for $b\to\infty$. In `tendsto_heatCapacity`, `𝓝[>] 0` means that $T$ approaches zero through positive values. Lean's `deriv` returns 0 where a function is not differentiable, but the proof establishes the derivative at every $T>0$, so `heatCapacity` is the true derivative there.

## How the proof assembles the limits

- `tendsto_weight` merges the two exponentials and splits into the cases $x=e$ and $x>e$.
- `tendsto_thermalAvg` applies it state by state. `hZ` is the limit of the rescaled partition function and `hN` that of the numerator; `hN.div hZ hg` takes the quotient, and the last rewriting cancels $e^{bE_0}$.
- `tendsto_moment` inserts $(E_i-E_0)^k$, and `tendsto_meanEnergy` takes $k=1$ and identifies the average with $U-E_0$.
- `hasDerivAt_meanEnergy` differentiates the finite sums and applies the quotient rule. The equations `e1`, `e2` and `e3` express the sums through moments, after which `field_simp` and `ring` finish the algebra.
- `tendsto_heatCapacity` proves in `hF` that the squared mean drops out, then substitutes $b=1/T$ and uses the chain rule.

## Exact degeneracies, fixed levels and no error bound

`degeneracy` counts states whose energies are exactly equal. If numerical noise splits a degenerate ground level, the theorem applied literally takes the splitting as the gap $D$; if it splits the first excited level, $g_1$ is undercounted. A code should therefore identify the degenerate states, by symmetry labels or by grouping levels with a tolerance, before it reads off $D$, $g_0$ and $g_1$.

The theorems give limits without a rate: they do not say how large $b$ must be for a given accuracy. The levels are given real numbers that do not depend on temperature, which leaves out mean-field levels recomputed at each $T$. The diagonalisation that produces them is not modelled, nor are infinite spectra or the limit of large system size, in which the gap may close.
